# The squeezed-vacuum energy of the two-photon Rabi model has no lower bound above g = ω/2

Before you converge the photon cutoff in a two-photon Rabi calculation with the coupling term $g\,\sigma_x(a^2+a^{\dagger2})$, $g\ge0$, compare $g$ with half the mode frequency $\omega$. Above $g=\omega/2$ there is no ground-state energy for the cutoff to converge to, and squeezed vacuum states are enough to show it.

## Minimum, infimum and collapse

A two-level system with splitting $\Delta$ exchanges photons in pairs with one cavity mode. With $\hbar=1$, the Hamiltonian is

$$H=\omega a^\dagger a+\frac{\Delta}{2}\sigma_z+g\,\sigma_x\left(a^2+a^{\dagger 2}\right),$$

where $a$ is the photon annihilation operator and $\sigma_x,\sigma_z$ are Pauli matrices. The zero-point energy $\omega/2$ is left out, so the uncoupled vacuum has photon energy zero.

Take the qubit in the state $\sigma_x=+1$ and the mode in a squeezed vacuum $\psi(x)\propto e^{-x^2/(2s)}$, where $x$ is the dimensionless oscillator coordinate and $s>0$. The mean energy is

$$E(s)=\frac{(\omega/2+g)\,s}{2}+\frac{\omega/2-g}{2s}-\frac{\omega}{2}.$$

For $\omega>0$, $g\ge 0$ and any real $\Delta$, over all $s>0$:

- if $g<\omega/2$, the minimum is $\left(\sqrt{\omega^2-4g^2}-\omega\right)/2$;
- if $g=\omega/2$, the infimum is $-\omega/2$ and no $s$ attains it;
- if $g>\omega/2$, there is no lower bound.

The parameter $s$ is twice the position variance, and $s=1$ is the ordinary vacuum. It is related to the usual squeezing parameter $\zeta$ by $s=e^{-2\zeta}$ for squeezing along $x$.

## Cutoff scans and variational starting points

Below threshold, the minimum is a variational upper bound on the ground-state energy of this one-mode model. If a truncated diagonalisation returns a lowest eigenvalue above it by more than the accuracy you need, the cutoff is too small or the matrix is wrong. For $\omega=1$ and $g=0.4$ the bound is $-0.2$, reached at $s=1/3$. At $\Delta=0$ it is the exact ground-state energy, which gives a reference value for checking the code.

Above threshold, the lowest eigenvalue of the truncated matrix falls without limit as the cutoff grows, because truncated squeezed states approach the energies $E(s)$. Each single run still returns a finite number, so a finite lowest eigenvalue is not by itself a sign of convergence. At threshold, an optimiser over $s$ runs towards $s=0$, where the mean photon number $(s-1)^2/(4s)$ diverges.

These uses combine the energy formula with standard variational arguments, which are not formalised here.

## Derivation from the ladder operators

In the coordinate representation $a=(x+d/dx)/\sqrt2$ and $a^\dagger=(x-d/dx)/\sqrt2$. Let $\psi=e^{-x^2/(2s)}$, not yet normalised. Since $\psi'=-(x/s)\psi$,

$$a\psi=\frac{1-1/s}{\sqrt2}\,x\psi,\qquad a^\dagger\psi=\frac{1+1/s}{\sqrt2}\,x\psi.$$

A second application needs

$$a(x\psi)=\frac{(1-1/s)x^2+1}{\sqrt2}\,\psi,\qquad a^\dagger(x\psi)=\frac{(1+1/s)x^2-1}{\sqrt2}\,\psi.$$

Together these give

$$a^\dagger a\,\psi=\frac{1-1/s}{2}\left[(1+1/s)x^2-1\right]\psi,$$

$$(a^2+a^{\dagger2})\psi=\left[(1+1/s^2)x^2-1/s\right]\psi.$$

The second moment follows from a total derivative,

$$\frac{d}{dx}\left(x\psi^2\right)=\psi^2-\frac{2}{s}x^2\psi^2.$$

Its integral over the line vanishes, so $\langle x^2\rangle=s/2$. Hence

$$\langle a^\dagger a\rangle=\frac{(s-1)^2}{4s},\qquad \langle a^2+a^{\dagger2}\rangle=\frac{1}{2}\left(s-\frac1s\right).$$

In the state $\sigma_x=+1$ the mean of $\sigma_z$ is zero, so $\Delta$ disappears. Adding $\omega$ times the first mean and $g$ times the second gives $E(s)$.

**Below threshold.** Put $r=\sqrt{\omega^2-4g^2}$. Completing the square gives

$$E(s)=\frac{r-\omega}{2}+\frac{\left[(\omega+2g)s-r\right]^2}{4(\omega+2g)s}.$$

The last term is nonnegative and vanishes only at $s=r/(\omega+2g)$, which is positive.

**At threshold.** With $2g=\omega$ the $1/s$ term is absent and $E(s)=\omega s/2-\omega/2$. This exceeds $-\omega/2$ for every $s>0$ and comes arbitrarily close to it as $s\to0$.

**Above threshold.** With $s=1/t$,

$$E=\frac{\omega+2g}{4t}-\frac{(2g-\omega)t}{4}-\frac{\omega}{2}.$$

For $t\ge1$ the first term is at most $(\omega+2g)/4$, while the second decreases without limit as $t$ grows.

## The Lean source

```lean
import Mathlib

open MeasureTheory

namespace TwoPhotonRabi

noncomputable section

/-- The photon annihilation operator `(x + d/dx)/√2` in the coordinate representation. -/
def annihilate (f : ℝ → ℝ) : ℝ → ℝ := fun x => (x * f x + deriv f x) / √2

/-- The photon creation operator `(x - d/dx)/√2` in the coordinate representation. -/
def create (f : ℝ → ℝ) : ℝ → ℝ := fun x => (x * f x - deriv f x) / √2

/-- The two-photon Rabi Hamiltonian `ω a†a + (Δ/2) σ_z + g σ_x (a² + a†²)` acting on a
two-component wavefunction; `σ_x` exchanges the components. -/
def hamiltonian (ω Δ g : ℝ) (Ψ : Fin 2 → ℝ → ℝ) : Fin 2 → ℝ → ℝ := fun i x =>
  ω * create (annihilate (Ψ i)) x + (-1) ^ (i : ℕ) * (Δ / 2) * Ψ i x
    + g * (annihilate (annihilate (Ψ i.rev)) x + create (create (Ψ i.rev)) x)

/-- The mean energy `⟨Ψ, HΨ⟩ / ⟨Ψ, Ψ⟩` of a real, smooth, rapidly decaying, nonzero `Ψ`. -/
def meanEnergy (ω Δ g : ℝ) (Ψ : Fin 2 → ℝ → ℝ) : ℝ :=
  (∑ i, ∫ x, Ψ i x * hamiltonian ω Δ g Ψ i x) / (∑ i, ∫ x, Ψ i x ^ 2)

/-- The unnormalised squeezed vacuum `exp(-x²/(2s))`, for `s > 0`. -/
def gauss (s : ℝ) : ℝ → ℝ := fun x => Real.exp (-(1 / (2 * s)) * x ^ 2)

/-- The mean energy of the squeezed vacuum with the qubit in the state `σ_x = +1`,
for `s > 0`. -/
def squeezedEnergy (ω Δ g s : ℝ) : ℝ := meanEnergy ω Δ g (fun _ => gauss s)

/-- The slope of the squeezed vacuum is `-x/s` times the squeezed vacuum. -/
theorem hasDerivAt_gauss (s x : ℝ) : HasDerivAt (gauss s) (-(x / s) * gauss s x) x := by
  have h : HasDerivAt (gauss s) _ x :=
    ((hasDerivAt_pow 2 x).const_mul (-(1 / (2 * s)))).exp
  exact h.congr_deriv (by
    simp only [gauss, Nat.reduceSub, pow_one, Nat.cast_ofNat]
    ring)

/-- Both ladder operators turn the squeezed vacuum into a multiple of `x` times itself. -/
theorem ladder_gauss (s : ℝ) :
    annihilate (gauss s) = (fun x => (1 - 1 / s) / √2 * (x * gauss s x)) ∧
    create (gauss s) = (fun x => (1 + 1 / s) / √2 * (x * gauss s x)) := by
  constructor <;> funext x <;>
    simp only [annihilate, create, (hasDerivAt_gauss s x).deriv] <;> ring

/-- The action of the ladder operators on a multiple of `x` times the squeezed vacuum. -/
theorem ladder_excited (s c : ℝ) :
    annihilate (fun x => c * (x * gauss s x)) =
      (fun x => c / √2 * ((1 - 1 / s) * x ^ 2 + 1) * gauss s x) ∧
    create (fun x => c * (x * gauss s x)) =
      (fun x => c / √2 * ((1 + 1 / s) * x ^ 2 - 1) * gauss s x) := by
  have h : ∀ x, HasDerivAt (fun y => c * (y * gauss s y))
      (c * (1 * gauss s x + x * (-(x / s) * gauss s x))) x := fun x =>
    ((hasDerivAt_id' x).fun_mul (hasDerivAt_gauss s x)).const_mul c
  constructor <;> funext x <;> simp only [annihilate, create, (h x).deriv] <;> ring

/-- For `s > 0` the squeezed vacuum has a finite positive norm and a finite second moment, and the
mean of `x²` in it is `s/2`. -/
theorem gauss_moments {s : ℝ} (hs : 0 < s) :
    Integrable (fun x => gauss s x ^ 2) ∧ Integrable (fun x => x ^ 2 * gauss s x ^ 2) ∧
    0 < ∫ x, gauss s x ^ 2 ∧
    ∫ x, x ^ 2 * gauss s x ^ 2 = s / 2 * ∫ x, gauss s x ^ 2 := by
  have hb : 0 < 1 / s := by positivity
  have e : ∀ x, gauss s x ^ 2 = Real.exp (-(1 / s) * x ^ 2) := by
    intro x
    simp only [gauss]
    rw [← Real.exp_nat_mul]
    congr 1
    push_cast
    ring
  have i0 : Integrable (fun x => gauss s x ^ 2) := by
    simpa only [e] using integrable_exp_neg_mul_sq hb
  have i1 : Integrable (fun x => x * gauss s x ^ 2) := by
    simpa only [e] using integrable_mul_exp_neg_mul_sq hb
  have i2 : Integrable (fun x => x ^ 2 * gauss s x ^ 2) := by
    have h := integrable_rpow_mul_exp_neg_mul_sq hb (s := 2) (by norm_num)
    simpa only [e, Real.rpow_two] using h
  refine ⟨i0, i2, ?_, ?_⟩
  · simp only [e]
    rw [integral_gaussian]
    positivity
  -- the total derivative of `x ψ²` integrates to zero
  have hd : ∀ x, HasDerivAt (fun y => y * gauss s y ^ 2)
      (gauss s x ^ 2 - 2 / s * (x ^ 2 * gauss s x ^ 2)) x := by
    intro x
    have h := (hasDerivAt_id' x).fun_mul ((hasDerivAt_gauss s x).fun_pow 2)
    exact h.congr_deriv (by
      simp only [Nat.reduceSub, pow_one, Nat.cast_ofNat]
      ring)
  have hz : ∫ x, (gauss s x ^ 2 - 2 / s * (x ^ 2 * gauss s x ^ 2)) = 0 :=
    integral_eq_zero_of_hasDerivAt_of_integrable hd (i0.sub (i2.const_mul (2 / s))) i1
  rw [integral_sub i0 (i2.const_mul _), integral_const_mul] at hz
  have hss : s / 2 * (2 / s) = 1 := by field_simp
  linear_combination (-(s / 2)) * hz - (∫ x, x ^ 2 * gauss s x ^ 2) * hss

/-- The squeezed-vacuum energy for `s > 0`; the qubit splitting `Δ` drops out. -/
theorem squeezedEnergy_eq (ω Δ g : ℝ) {s : ℝ} (hs : 0 < s) :
    squeezedEnergy ω Δ g s =
      (ω / 2 + g) * s / 2 + (ω / 2 - g) / (2 * s) - ω / 2 := by
  obtain ⟨i0, i2, hN, hM⟩ := gauss_moments hs
  have hA := fun c => (ladder_excited s c).1
  have hC := fun c => (ladder_excited s c).2
  have h2 : (√2)⁻¹ ^ 2 = (1 / 2 : ℝ) := by
    rw [inv_pow, Real.sq_sqrt (by norm_num)]
    norm_num
  have key : ∀ i : Fin 2, ∫ x, gauss s x * hamiltonian ω Δ g (fun _ => gauss s) i x =
      ((ω / 2 + g) * s / 2 + (ω / 2 - g) / (2 * s) - ω / 2 + (-1) ^ (i : ℕ) * (Δ / 2))
        * ∫ x, gauss s x ^ 2 := by
    intro i
    -- the energy density is a quadratic polynomial times `ψ²`
    have hp : ∀ x, gauss s x * hamiltonian ω Δ g (fun _ => gauss s) i x =
        (ω * (1 - 1 / s) * (1 + 1 / s) / 2 + g * (1 + (1 / s) ^ 2)) * (x ^ 2 * gauss s x ^ 2)
        + (-ω * (1 - 1 / s) / 2 + (-1) ^ (i : ℕ) * (Δ / 2) - g * (1 / s)) * gauss s x ^ 2 := by
      intro x
      simp only [hamiltonian, (ladder_gauss s).1, (ladder_gauss s).2, hA, hC]
      linear_combination (gauss s x ^ 2 * (ω * (1 - 1 / s) * ((1 + 1 / s) * x ^ 2 - 1)
        + g * ((1 - 1 / s) * ((1 - 1 / s) * x ^ 2 + 1)
          + (1 + 1 / s) * ((1 + 1 / s) * x ^ 2 - 1)))) * h2
    simp only [hp]
    rw [integral_add (i2.const_mul _) (i0.const_mul _), integral_const_mul,
      integral_const_mul, hM]
    field_simp
    ring
  rw [squeezedEnergy, meanEnergy]
  simp only [Fin.sum_univ_two, key, Fin.val_zero, Fin.val_one, pow_zero, pow_one]
  rw [div_eq_iff (add_pos hN hN).ne']
  ring

/-- For `0 ≤ g < ω/2` and `s > 0`, the energy is a constant plus a nonnegative square term. -/
theorem squeezedEnergy_eq_sq {ω g s : ℝ} (Δ : ℝ) (hg : 0 ≤ g) (h : 2 * g < ω) (hs : 0 < s) :
    squeezedEnergy ω Δ g s = (√(ω ^ 2 - 4 * g ^ 2) - ω) / 2
      + ((ω + 2 * g) * s - √(ω ^ 2 - 4 * g ^ 2)) ^ 2 / (4 * (ω + 2 * g) * s) := by
  have hA : ω + 2 * g ≠ 0 := by linarith
  have hr : √(ω ^ 2 - 4 * g ^ 2) ^ 2 = ω ^ 2 - 4 * g ^ 2 := Real.sq_sqrt (by nlinarith)
  rw [squeezedEnergy_eq ω Δ g hs]
  generalize √(ω ^ 2 - 4 * g ^ 2) = r at hr ⊢
  have hq : ((ω + 2 * g) * s - r) ^ 2 =
      (ω + 2 * g) * ((ω + 2 * g) * s ^ 2 - 2 * r * s + (ω - 2 * g)) := by
    linear_combination hr
  rw [hq]
  field_simp
  ring

/-- For `0 ≤ g < ω/2`, a squeezing `s > 0` reaches the energy `(√(ω² - 4g²) - ω)/2` if and only if
`s = √(ω² - 4g²)/(ω + 2g)`. -/
theorem optimal_squeezing {ω g s : ℝ} (Δ : ℝ) (hg : 0 ≤ g) (h : 2 * g < ω) (hs : 0 < s) :
    squeezedEnergy ω Δ g s = (√(ω ^ 2 - 4 * g ^ 2) - ω) / 2 ↔
      s = √(ω ^ 2 - 4 * g ^ 2) / (ω + 2 * g) := by
  have hA : 0 < ω + 2 * g := by linarith
  have hd : 0 < 4 * (ω + 2 * g) * s := mul_pos (by linarith) hs
  rw [squeezedEnergy_eq_sq Δ hg h hs, eq_div_iff hA.ne', add_eq_left, div_eq_zero_iff,
    or_iff_left hd.ne', pow_eq_zero_iff two_ne_zero, sub_eq_zero, mul_comm s]

/-- Two-photon collapse in the squeezed-vacuum family, for `ω > 0` and `g ≥ 0`: the energy has
the minimum `(√(ω² - 4g²) - ω)/2` if `g < ω/2`, the unattained infimum `-ω/2` if `g = ω/2`,
and no lower bound if `g > ω/2`. -/
theorem two_photon_collapse {ω g : ℝ} (Δ : ℝ) (hω : 0 < ω) (hg : 0 ≤ g) :
    (2 * g < ω → IsLeast (squeezedEnergy ω Δ g '' Set.Ioi 0)
      ((√(ω ^ 2 - 4 * g ^ 2) - ω) / 2)) ∧
    (2 * g = ω → IsGLB (squeezedEnergy ω Δ g '' Set.Ioi 0) (-ω / 2) ∧
      -ω / 2 ∉ squeezedEnergy ω Δ g '' Set.Ioi 0) ∧
    (ω < 2 * g → ¬ BddBelow (squeezedEnergy ω Δ g '' Set.Ioi 0)) := by
  have hA : 0 < ω + 2 * g := by linarith
  refine ⟨fun h => ?_, fun h => ?_, fun h => ?_⟩
  · have hr : 0 < √(ω ^ 2 - 4 * g ^ 2) :=
      Real.sqrt_pos.2 (by nlinarith [mul_pos (sub_pos.2 h) hA])
    have h0 := div_pos hr hA
    refine ⟨⟨_, h0, (optimal_squeezing Δ hg h h0).mpr rfl⟩, ?_⟩
    rintro _ ⟨s, hs, rfl⟩
    have hs' : 0 < s := hs
    have hd : 0 < 4 * (ω + 2 * g) * s := mul_pos (by linarith) hs'
    rw [squeezedEnergy_eq_sq Δ hg h hs']
    linarith [div_nonneg (sq_nonneg ((ω + 2 * g) * s - √(ω ^ 2 - 4 * g ^ 2))) hd.le]
  · -- at threshold the energy is linear in `s`
    have hE : ∀ s, 0 < s → squeezedEnergy ω Δ g s = ω * s / 2 - ω / 2 := by
      intro s hs
      rw [squeezedEnergy_eq ω Δ g hs, ← h]
      ring
    refine ⟨⟨?_, fun b hb => ?_⟩, ?_⟩
    · rintro _ ⟨s, hs, rfl⟩
      rw [hE s hs]
      linarith [mul_pos hω (show 0 < s from hs)]
    · by_contra! hlt
      have hs : 0 < (b + ω / 2) / ω := div_pos (by linarith) hω
      have hb' := hb (Set.mem_image_of_mem _ (Set.mem_Ioi.2 hs))
      have e : ω * ((b + ω / 2) / ω) = b + ω / 2 := by field_simp
      rw [hE _ hs, e] at hb'
      linarith
    · rintro ⟨s, hs, he⟩
      rw [hE s hs] at he
      linarith [mul_pos hω (show 0 < s from hs)]
  · rintro ⟨b, hb⟩
    have hc : 0 < 2 * g - ω := by linarith
    -- choose `s = 1/t` with `t` large enough to pass below `b`
    obtain ⟨t, ht, hct⟩ : ∃ t : ℝ, 1 ≤ t ∧
        (2 * g - ω) * t = (2 * g - ω) + (ω + 2 * g + 4 * |b|) := by
      refine ⟨((2 * g - ω) + (ω + 2 * g + 4 * |b|)) / (2 * g - ω), ?_, ?_⟩
      · rw [le_div_iff₀ hc]
        linarith [abs_nonneg b]
      · rw [← mul_div_assoc, mul_comm, mul_div_assoc, div_self hc.ne', mul_one]
    have ht0 : 0 < t := by linarith
    have hs : 0 < 1 / t := by positivity
    have hb' := hb (Set.mem_image_of_mem _ (Set.mem_Ioi.2 hs))
    have e : (ω / 2 + g) * (1 / t) / 2 + (ω / 2 - g) / (2 * (1 / t)) - ω / 2 =
        (ω + 2 * g) * (1 / t) / 4 - (2 * g - ω) * t / 4 - ω / 2 := by
      field_simp
      ring
    rw [squeezedEnergy_eq ω Δ g hs, e, hct] at hb'
    have h1 := mul_le_mul_of_nonneg_left ((div_le_one ht0).2 ht) hA.le
    linarith [neg_abs_le b]

end

end TwoPhotonRabi
```

```lean
#print axioms TwoPhotonRabi.two_photon_collapse
-- 'TwoPhotonRabi.two_photon_collapse' depends on axioms: [propext, Classical.choice, Quot.sound]
```

## How the Lean objects map to the physics

A state is a function `Ψ : Fin 2 → ℝ → ℝ`, a pair of real wavefunctions. Index 0 is the $\sigma_z=+1$ component and index 1 the $\sigma_z=-1$ component. In `hamiltonian`, the factor `(-1) ^ (i : ℕ)` is the action of $\sigma_z$, and `i.rev` swaps the components as $\sigma_x$ does.

The trial state `fun _ => gauss s` puts the same Gaussian in both components, which makes it the $\sigma_x=+1$ state. Its squared norm is $2\sqrt{\pi s}$; the normalised components are each $(\pi s)^{-1/4}e^{-x^2/(2s)}/\sqrt2$. The code keeps the unnormalised form, and `meanEnergy` divides by the squared norm. The energy formula is therefore a theorem about this quotient and is not put in by definition.

In `two_photon_collapse`, the set `squeezedEnergy ω Δ g '' Set.Ioi 0` contains all energies reached with $s>0$. `IsLeast` says that the stated value belongs to this set and lies below every other member. `IsGLB` with the non-membership statement expresses the unattained infimum, and `¬ BddBelow` the missing lower bound. The separate theorem `optimal_squeezing` says that a positive $s$ reaches the minimum exactly when $s=\sqrt{\omega^2-4g^2}/(\omega+2g)$.

## From differentiation to the three cases

`hasDerivAt_gauss` differentiates the Gaussian, and `ladder_gauss` and `ladder_excited` give the first and second ladder actions. `gauss_moments` proves that the required integrals are finite, that the norm is positive and that $\langle x^2\rangle=s/2$. The last part uses the total derivative above, through `integral_eq_zero_of_hasDerivAt_of_integrable`.

In `squeezedEnergy_eq`, the step `hp` writes the energy density as a quadratic polynomial times $\psi^2$, and `key` integrates it for each component. The two $\Delta$ terms have opposite signs and cancel in the sum.

`squeezedEnergy_eq_sq` is the completed square; `linear_combination hr` supplies $r^2=\omega^2-4g^2$. The main theorem then treats the cases separately:

- Below threshold, it takes the optimal $s$ as the witness and uses the nonnegative square for all other values.
- At threshold, a proposed lower bound $b>-\omega/2$ is refuted with $s=(b+\omega/2)/\omega$, whose energy lies halfway between $-\omega/2$ and $b$.
- Above threshold, a proposed bound $b$ is refuted with $s=1/t$, where $t$ is chosen so that $(2g-\omega)t=(2g-\omega)+(\omega+2g+4|b|)$. The energy is then below $-|b|$.

## One trial family, and the sign of the coupling

The theorems concern squeezed vacua with the qubit in $\sigma_x=+1$. The term "collapse" is commonly used for the change in the spectrum at $g=\omega/2$, where a continuum appears; for $\Delta\ne0$ discrete levels can remain below it. What is established here is the behaviour of the energy in one family of states. Below and at threshold this gives no lower bound on the energies of other states, and it says nothing about excited levels.

The step from the Lean model to a simulation is to identify the differential expression in `hamiltonian`, evaluated on these Gaussians, with the operator whose matrix the code truncates. Self-adjointness and convergence of the truncation belong to that step. The model also has a single lossless mode and a purely two-photon coupling. If the model describes an undriven device with a stable ground state, terms omitted from this Hamiltonian must matter above threshold.

The hypothesis $g\ge0$ fixes a sign. Without any lower limit on $g$, the first case fails: for $\omega=1$ and $g=-1$ the condition $2g<\omega$ holds, but

$$E(s)=-\frac{s}{4}+\frac{3}{4s}-\frac12$$

tends to $-\infty$ as $s\to\infty$. The example does not show that the limit has to be zero, and the same completed square works for $-\omega/2<g<\omega/2$. A code that accepts negative couplings should therefore compare $|g|$ with $\omega/2$.
